# Frobenius-norm bound on the RPA energy error from thresholding that preserves positive semidefiniteness

One possible way to save work in a calculation of the random-phase approximation (RPA) correlation energy is to discard small entries of the response matrix at each imaginary frequency. How far can this shift the energy?

In a finite real basis, let $Q=-v^{1/2}\chi_0(i\omega)v^{1/2}$, with $\chi_0$ the non-interacting response and $v$ the Coulomb interaction. The energy integrand is $f(Q)=\ln\det(1+Q)-\mathrm{Tr}\,Q$. Let $S$ be the matrix that replaces $Q$ after thresholding. Both are assumed positive semidefinite, which for `PosSemidef` includes symmetry. Deleting entries can destroy this property, so it must be secured for $S$ separately.

The matrices below are real and square, with rows and columns labelled by a finite type `n`; their size is written $N$ (`Fintype.card n` in Lean).

```lean
import Mathlib

open Matrix

namespace RPAThresholding

noncomputable section

variable {n : Type*} [Fintype n]
```

The norm is $\|A\|=\big(\sum_{ij}A_{ij}^2\big)^{1/2}$, called `frob`.

```lean
/-- The Frobenius norm of a real matrix: the root of the sum of its squared entries. -/
def frob (A : Matrix n n ℝ) : ℝ := √(∑ i, ∑ j, A i j ^ 2)
```

## (a) Squared entries as a trace

Show that
$$\mathrm{Tr}(AA^T)=\sum_{ij}A_{ij}^2 .$$

**Solution.** The diagonal entry is $(AA^T)_{ii}=\sum_j A_{ij}A_{ij}$. Sum over $i$.

```lean
/-- The trace of `A Aᵀ` is the sum of the squared entries of `A`. -/
theorem trace_mul_transpose_self (A : Matrix n n ℝ) :
    (A * Aᵀ).trace = ∑ i, ∑ j, A i j ^ 2 := by
  simp only [Matrix.trace, Matrix.diag_apply, Matrix.mul_apply, Matrix.transpose_apply, sq]
```

## (b) Cauchy–Schwarz for matrices

Bound the trace product by the norms:
$$\mathrm{Tr}(A^TB)\le\|A\|\,\|B\| .$$

**Solution.** The trace is $\sum_{ij}A_{ij}B_{ij}$, the scalar product of two vectors indexed by pairs $(i,j)$. The ordinary Cauchy–Schwarz inequality applies; Lean uses it over `n × n`.

```lean
/-- Cauchy-Schwarz inequality for the trace product of two real matrices. -/
theorem trace_transpose_mul_le (A B : Matrix n n ℝ) :
    (Aᵀ * B).trace ≤ frob A * frob B := by
  have h := Real.sum_mul_le_sqrt_mul_sqrt (Finset.univ : Finset (n × n))
    (fun p => A p.1 p.2) (fun p => B p.1 p.2)
  simp only [Fintype.sum_prod_type] at h
  have e : (Aᵀ * B).trace = ∑ i, ∑ j, A i j * B i j := by
    simp only [Matrix.trace, Matrix.diag_apply, Matrix.mul_apply, Matrix.transpose_apply]
    exact Finset.sum_comm
  rw [e]
  exact h
```

## (c) Symmetry of the distance

Show that
$$\|A-B\|=\|B-A\| .$$

**Solution.** Each entry changes sign, and its square does not.

```lean
/-- The Frobenius distance of two matrices is symmetric. -/
theorem frob_sub_comm (A B : Matrix n n ℝ) : frob (A - B) = frob (B - A) := by
  unfold frob
  congr 1
  refine Finset.sum_congr rfl fun i _ => Finset.sum_congr rfl fun j _ => ?_
  simp only [Matrix.sub_apply]
  ring
```

The integrand $f$ is `rpaIntegrand`.

```lean
variable [DecidableEq n]

/-- The RPA energy integrand `ln det(1 + Q) - Tr Q` at one imaginary frequency,
for `Q` with `det(1 + Q) > 0`. -/
def rpaIntegrand (Q : Matrix n n ℝ) : ℝ := Real.log (1 + Q).det - Q.trace
```

For grid points $k$ on the half-axis $\omega\ge0$ with weights $w_k$, `rpaEnergy` is $E[Q]=\frac1{2\pi}\sum_k w_k f(Q_k)$. The error of replacing the frequency integral by this sum is not estimated here.

```lean
/-- The RPA correlation energy on a frequency grid with weights `w`:
`(1/2π) ∑ w_k (ln det(1 + Q_k) - Tr Q_k)`, for `Q_k` with `det(1 + Q_k) > 0`. -/
def rpaEnergy {ι : Type*} [Fintype ι] (w : ι → ℝ) (Q : ι → Matrix n n ℝ) : ℝ :=
  1 / (2 * Real.pi) * ∑ k, w k * rpaIntegrand (Q k)
```

## (d) Log-determinant against trace

For positive semidefinite $M$ with $\det M\ne0$, show that
$$\ln\det M\le\mathrm{Tr}\,M-N .$$

**Solution.** The eigenvalues $\lambda_i$ are nonnegative with nonzero product, hence positive. Sum $\ln\lambda_i\le\lambda_i-1$ over $i$.

```lean
/-- For a real positive semidefinite matrix `M` with nonzero determinant, `ln det M ≤ Tr M - N`,
where `N = Fintype.card n` is the size of `M`. -/
theorem log_det_le {M : Matrix n n ℝ} (hM : M.PosSemidef) (h0 : M.det ≠ 0) :
    Real.log M.det ≤ M.trace - Fintype.card n := by
  have hd : M.det = ∏ i, hM.isHermitian.eigenvalues i := by
    simpa using hM.isHermitian.det_eq_prod_eigenvalues
  have ht : M.trace = ∑ i, hM.isHermitian.eigenvalues i := by
    simpa using hM.isHermitian.trace_eq_sum_eigenvalues
  have hne : ∀ i ∈ Finset.univ, hM.isHermitian.eigenvalues i ≠ 0 :=
    Finset.prod_ne_zero_iff.mp (hd ▸ h0)
  rw [hd, ht, Real.log_prod]
  · -- `ln x ≤ x - 1` for every eigenvalue
    calc ∑ i, Real.log (hM.isHermitian.eigenvalues i)
        ≤ ∑ i, (hM.isHermitian.eigenvalues i - 1) :=
          Finset.sum_le_sum fun i hi => Real.log_le_sub_one_of_pos
            (lt_of_le_of_ne (hM.eigenvalues_nonneg i) (hne i hi).symm)
      _ = ∑ i, hM.isHermitian.eigenvalues i - Fintype.card n := by
          simp [Finset.sum_sub_distrib]
  · exact hne
```

## (e) A square-root factor

For positive semidefinite $B$, find a real $C$ with
$$C^TC=B .$$

**Solution.** Diagonalise $B=UDU^T$ and take $C=D^{1/2}U^T$. Then $C^TC=UD^{1/2}D^{1/2}U^T=B$.

```lean
/-- Every real positive semidefinite matrix has the form `Cᵀ C`. -/
theorem exists_factor {B : Matrix n n ℝ} (hB : B.PosSemidef) :
    ∃ C : Matrix n n ℝ, Cᵀ * C = B := by
  have h := hB.isHermitian.spectral_theorem
  rw [Unitary.conjStarAlgAut_apply] at h
  have hD : diagonal (fun i => √(hB.isHermitian.eigenvalues i)) *
      diagonal (fun i => √(hB.isHermitian.eigenvalues i)) =
      diagonal (RCLike.ofReal ∘ hB.isHermitian.eigenvalues : n → ℝ) := by
    rw [diagonal_mul_diagonal]
    congr 1
    funext i
    simp [Real.mul_self_sqrt (hB.eigenvalues_nonneg i)]
  refine ⟨diagonal (fun i => √(hB.isHermitian.eigenvalues i)) *
    (hB.isHermitian.eigenvectorUnitary : Matrix n n ℝ)ᵀ, ?_⟩
  rw [← hD, star_eq_conjTranspose, conjTranspose_eq_transpose_of_trivial] at h
  rw [transpose_mul, diagonal_transpose, transpose_transpose]
  refine Eq.trans ?_ h.symm
  simp only [Matrix.mul_assoc]
```

## (f) Tangent bound for the log-determinant

For positive definite $A$ and $B$, show that
$$\ln\det A-\ln\det B\le\mathrm{Tr}(B^{-1}A)-N .$$

**Solution.** By (e), $B^{-1}=C^TC$, so $(\det C)^2=1/\det B$. The matrix $M=CAC^T$ is positive semidefinite, with $\det M=\det A/\det B>0$ and $\mathrm{Tr}\,M=\mathrm{Tr}(C^TCA)=\mathrm{Tr}(B^{-1}A)$. Apply (d).

```lean
/-- Tangent bound for the log-determinant of positive definite matrices:
`ln det A - ln det B ≤ Tr(B⁻¹ A) - N`, where `N = Fintype.card n` is their size. -/
theorem log_det_sub_le {A B : Matrix n n ℝ} (hA : A.PosDef) (hB : B.PosDef) :
    Real.log A.det - Real.log B.det ≤ (B⁻¹ * A).trace - Fintype.card n := by
  obtain ⟨C, hC⟩ := exists_factor hB.inv.posSemidef
  have h1 : C.det * C.det = (B.det)⁻¹ := by
    have h : (Cᵀ * C).det = (B⁻¹).det := by rw [hC]
    rwa [det_mul, det_transpose, det_nonsing_inv, Ring.inverse_eq_inv'] at h
  have hdet : (C * A * Cᵀ).det = A.det / B.det := by
    rw [det_mul, det_mul, det_transpose, div_eq_mul_inv, ← h1]
    ring
  have htr : (C * A * Cᵀ).trace = (B⁻¹ * A).trace := by
    rw [Matrix.trace_mul_comm, ← Matrix.mul_assoc, hC]
  have hM := hA.posSemidef.mul_mul_conjTranspose_same C
  rw [conjTranspose_eq_transpose_of_trivial] at hM
  have h := log_det_le hM (by rw [hdet]; exact (div_pos hA.det_pos hB.det_pos).ne')
  rwa [hdet, htr, Real.log_div hA.det_pos.ne' hB.det_pos.ne'] at h
```

## (g) Screening does not enlarge the response

For positive semidefinite $S$, show that
$$\|1-(1+S)^{-1}\|\le\|S\| .$$

**Solution.** Call the matrix on the left $G$. For $S=Q$ it is $-v^{1/2}\chi v^{1/2}$, with $\chi$ the interacting response in the RPA. Then $G(1+S)=S$, so $S=G+GS$. Since $S^T=S$,
$$SS^T=GG^T+2\,GSG^T+(GS)(GS)^T .$$
The last two terms have nonnegative trace: $GSG^T$ is positive semidefinite, and (a) covers the other. Hence $\|S\|^2\ge\|G\|^2$. The expansion is `key` in the code.

```lean
/-- For positive semidefinite `S`, the matrix `1 - (1 + S)⁻¹` is no larger than `S`
in Frobenius norm. -/
theorem frob_screened_le {S : Matrix n n ℝ} (hS : S.PosSemidef) :
    frob (1 - (1 + S)⁻¹) ≤ frob S := by
  have hB : (1 + S).PosDef := Matrix.PosDef.one.add_posSemidef hS
  have hR : (1 + S)⁻¹ * (1 + S) = 1 := nonsing_inv_mul _ hB.det_pos.ne'.isUnit
  obtain ⟨G, hG⟩ : ∃ G, G = 1 - (1 + S)⁻¹ := ⟨_, rfl⟩
  have hGS : G + G * S = S := by
    calc G + G * S = (1 + S) - (1 + S)⁻¹ * (1 + S) := by rw [hG]; noncomm_ring
      _ = S := by rw [hR]; abel
  have hSt : Sᵀ = S := by
    have h := hS.isHermitian.eq
    rwa [conjTranspose_eq_transpose_of_trivial] at h
  have key : S * Sᵀ = G * Gᵀ + (G * S * Gᵀ + G * S * Gᵀ) + (G * S) * (G * S)ᵀ := by
    calc S * Sᵀ = (G + G * S) * (G + G * S)ᵀ := by rw [hGS]
      _ = _ := by
        rw [transpose_add, transpose_mul, hSt]
        noncomm_ring
  -- both extra terms have nonnegative trace
  have h1 := (hS.mul_mul_conjTranspose_same G).trace_nonneg
  rw [conjTranspose_eq_transpose_of_trivial] at h1
  have h2 : 0 ≤ ((G * S) * (G * S)ᵀ).trace := by
    rw [trace_mul_transpose_self]
    positivity
  have h3 := congrArg Matrix.trace key
  simp only [Matrix.trace_add] at h3
  rw [← hG]
  unfold frob
  rw [← trace_mul_transpose_self, ← trace_mul_transpose_self]
  exact Real.sqrt_le_sqrt (by linarith)
```

## (h) One-sided bound

For positive semidefinite $Q$ and $S$, show that
$$f(Q)-f(S)\le\|S\|\,\|Q-S\| .$$

**Solution.** Put $A=1+Q$ and $B=1+S$ in (f). Because $\mathrm{Tr}[(1+S)^{-1}(1+S)]=N$,
$$\ln\det(1+Q)-\ln\det(1+S)\le\mathrm{Tr}[(1+S)^{-1}(Q-S)] .$$
Subtract $\mathrm{Tr}(Q-S)$. With $G$ from (g), which is symmetric,
$$f(Q)-f(S)\le\mathrm{Tr}[G^T(S-Q)]\le\|G\|\,\|S-Q\|\le\|S\|\,\|Q-S\|,$$
by (b), (g) and (c).

```lean
/-- One-sided bound for positive semidefinite `Q` and `S`: the integrand rises from `S` to `Q`
by at most `‖S‖ ‖Q - S‖`. -/
theorem rpaIntegrand_sub_le {Q S : Matrix n n ℝ} (hQ : Q.PosSemidef) (hS : S.PosSemidef) :
    rpaIntegrand Q - rpaIntegrand S ≤ frob S * frob (Q - S) := by
  have hA : (1 + Q).PosDef := Matrix.PosDef.one.add_posSemidef hQ
  have hB : (1 + S).PosDef := Matrix.PosDef.one.add_posSemidef hS
  have hR : (1 + S)⁻¹ * (1 + S) = 1 := nonsing_inv_mul _ hB.det_pos.ne'.isUnit
  have hRt : ((1 + S)⁻¹)ᵀ = (1 + S)⁻¹ := by
    have h := hB.inv.isHermitian.eq
    rwa [conjTranspose_eq_transpose_of_trivial] at h
  have hlog := log_det_sub_le hA hB
  -- the tangent term is the trace of `1 - (1 + S)⁻¹` against `S - Q`
  have e : (1 - (1 + S)⁻¹)ᵀ * (S - Q) = (1 + S)⁻¹ * (1 + Q) - 1 + S - Q := by
    rw [transpose_sub, transpose_one, hRt]
    calc (1 - (1 + S)⁻¹) * (S - Q)
        = (1 + S)⁻¹ * (1 + Q) - (1 + S)⁻¹ * (1 + S) + S - Q := by noncomm_ring
      _ = _ := by rw [hR]
  have ht := congrArg Matrix.trace e
  simp only [Matrix.trace_add, Matrix.trace_sub, Matrix.trace_one] at ht
  have hcs := trace_transpose_mul_le (1 - (1 + S)⁻¹) (S - Q)
  have hm : frob (1 - (1 + S)⁻¹) * frob (S - Q) ≤ frob S * frob (S - Q) :=
    mul_le_mul_of_nonneg_right (frob_screened_le hS) (Real.sqrt_nonneg _)
  rw [frob_sub_comm Q S]
  unfold rpaIntegrand
  linarith
```

## (i) Error of the integrand

Under the same hypotheses, show that
$$|f(Q)-f(S)|\le\max(\|Q\|,\|S\|)\,\|Q-S\| .$$

**Solution.** Use (h) as it stands and with $Q$ and $S$ exchanged. Each prefactor is at most the maximum.

```lean
/-- Replacing a positive semidefinite `Q` by a positive semidefinite `S` changes the RPA
integrand by at most `max(‖Q‖, ‖S‖) ‖Q - S‖` in Frobenius norm. -/
theorem abs_rpaIntegrand_sub_le {Q S : Matrix n n ℝ}
    (hQ : Q.PosSemidef) (hS : S.PosSemidef) :
    |rpaIntegrand Q - rpaIntegrand S| ≤ max (frob Q) (frob S) * frob (Q - S) := by
  have h0 : 0 ≤ frob (Q - S) := Real.sqrt_nonneg _
  have h1 := rpaIntegrand_sub_le hQ hS
  have h2 := rpaIntegrand_sub_le hS hQ
  rw [frob_sub_comm S Q] at h2
  exact abs_sub_le_iff.mpr
    ⟨h1.trans (mul_le_mul_of_nonneg_right (le_max_right _ _) h0),
      h2.trans (mul_le_mul_of_nonneg_right (le_max_left _ _) h0)⟩
```

## (j) Error of the correlation energy

For $w_k\ge0$ and positive semidefinite $Q_k$, $S_k$, show that
$$|E[Q]-E[S]|\le\frac1{2\pi}\sum_k w_k\max(\|Q_k\|,\|S_k\|)\,\|Q_k-S_k\| .$$

**Solution.** Apply the triangle inequality to the sum, then (i) to each term. For finite matrices that stay positive semidefinite, this turns the matrix norms and the norm of the threshold error at each grid point into an upper bound on the energy error.

```lean
/-- On a frequency grid with nonnegative weights, the RPA energies of two families of positive
semidefinite matrices differ by at most `1/(2π)` times the weighted sum of the single-frequency
bounds `max(‖Q_k‖, ‖S_k‖) ‖Q_k - S_k‖`. -/
theorem abs_rpaEnergy_sub_le {ι : Type*} [Fintype ι] {w : ι → ℝ} {Q S : ι → Matrix n n ℝ}
    (hw : ∀ k, 0 ≤ w k) (hQ : ∀ k, (Q k).PosSemidef) (hS : ∀ k, (S k).PosSemidef) :
    |rpaEnergy w Q - rpaEnergy w S| ≤ 1 / (2 * Real.pi) *
      ∑ k, w k * (max (frob (Q k)) (frob (S k)) * frob (Q k - S k)) := by
  have hpi : 0 ≤ 1 / (2 * Real.pi) := by positivity
  unfold rpaEnergy
  rw [← mul_sub, ← Finset.sum_sub_distrib, abs_mul, abs_of_nonneg hpi]
  refine mul_le_mul_of_nonneg_left ((Finset.abs_sum_le_sum_abs _ _).trans ?_) hpi
  refine Finset.sum_le_sum fun k _ => ?_
  rw [← mul_sub, abs_mul, abs_of_nonneg (hw k)]
  exact mul_le_mul_of_nonneg_left (abs_rpaIntegrand_sub_le (hQ k) (hS k)) (hw k)
```

## (k) The constant 1 in (i) cannot be lowered for general pairs

The bound (i) holds for all positive semidefinite pairs, whether or not $S$ comes from $Q$ by discarding entries. The pair found here does not, so a smaller constant for thresholding alone is not excluded. For every $c<1$, find positive semidefinite one-by-one matrices $Q$, $S$ with
$$c\,\max(\|Q\|,\|S\|)\,\|Q-S\|<|f(Q)-f(S)| .$$

**Solution.** Take $S=s=(1-c)/4>0$ and $Q=s+s^2$. From $\ln x\le x-1$,
$$f(Q)-f(S)=\ln\frac{1+s+s^2}{1+s}-s^2\le\frac{s^2}{1+s}-s^2=-\frac{s^3}{1+s},$$
so $|f(Q)-f(S)|\ge s^3/(1+s)$. The left side of the target is $c\,s^3(1+s)$. It is smaller because $c=1-4s$ gives
$$c(1+s)^2=1-2s-7s^2-4s^3<1 .$$

```lean
/-- No prefactor below 1 suffices: for every `c < 1` some pair of positive semidefinite one-by-one
matrices violates `|f(Q) - f(S)| ≤ c max(‖Q‖, ‖S‖) ‖Q - S‖`, where `f` is the RPA integrand and the
norm is the Frobenius norm. -/
theorem prefactor_sharp {c : ℝ} (hc : c < 1) :
    ∃ Q S : Matrix (Fin 1) (Fin 1) ℝ, Q.PosSemidef ∧ S.PosSemidef ∧
      c * (max (frob Q) (frob S) * frob (Q - S)) < |rpaIntegrand Q - rpaIntegrand S| := by
  obtain ⟨s, hs⟩ : ∃ s, s = (1 - c) / 4 := ⟨_, rfl⟩
  have hs0 : 0 < s := by linarith
  have hs1 : 0 < 1 + s := by linarith
  have hq0 : 0 < s + s ^ 2 := by positivity
  have hf : ∀ x : ℝ, rpaIntegrand (diagonal fun _ : Fin 1 => x) = Real.log (1 + x) - x := by
    intro x
    simp [rpaIntegrand, Matrix.trace]
  have hn : ∀ x : ℝ, frob (diagonal fun _ : Fin 1 => x) = |x| := by
    intro x
    simp [frob, Real.sqrt_sq_eq_abs]
  refine ⟨diagonal fun _ => s + s ^ 2, diagonal fun _ => s,
    Matrix.posSemidef_diagonal_iff.mpr fun _ => hq0.le,
    Matrix.posSemidef_diagonal_iff.mpr fun _ => hs0.le, ?_⟩
  have hd : frob ((diagonal fun _ : Fin 1 => s + s ^ 2) - diagonal fun _ => s) = s ^ 2 := by
    rw [Matrix.diagonal_sub, hn, add_sub_cancel_left, abs_of_nonneg (sq_nonneg s)]
  rw [hd, hn, hn, hf, hf, abs_of_pos hq0, abs_of_pos hs0,
    max_eq_left (by nlinarith [sq_nonneg s])]
  -- tangent bound for the logarithm at `1 + s`
  have hlog := Real.log_le_sub_one_of_pos (div_pos (by linarith : 0 < 1 + (s + s ^ 2)) hs1)
  rw [Real.log_div (by linarith) hs1.ne'] at hlog
  have e1 : (1 + (s + s ^ 2)) / (1 + s) - 1 = s ^ 2 / (1 + s) := by
    rw [sub_eq_iff_eq_add, div_add_one hs1.ne']
    congr 1
    ring
  have e2 : s ^ 3 / (1 + s) = s ^ 2 - s ^ 2 / (1 + s) := by
    rw [eq_sub_iff_add_eq, ← add_div, div_eq_iff hs1.ne']
    ring
  have hc1 : c * (1 + s) ^ 2 < 1 := by
    have hcs : c = 1 - 4 * s := by linarith
    rw [hcs]
    nlinarith [pow_pos hs0 2, pow_pos hs0 3]
  have h3 : c * ((s + s ^ 2) * s ^ 2) < s ^ 3 / (1 + s) := by
    rw [lt_div_iff₀ hs1]
    nlinarith [mul_lt_mul_of_pos_left hc1 (pow_pos hs0 3)]
  refine lt_of_lt_of_le ?_ (neg_le_abs _)
  linarith

end

end RPAThresholding
```

```lean
#print axioms RPAThresholding.abs_rpaEnergy_sub_le
#print axioms RPAThresholding.prefactor_sharp
```

```
'RPAThresholding.abs_rpaEnergy_sub_le' depends on axioms: [propext, Classical.choice, Quot.sound]
'RPAThresholding.prefactor_sharp' depends on axioms: [propext, Classical.choice, Quot.sound]
```
